# Fast two-sum is exact for |b| ≤ |a| in binary round-to-nearest arithmetic with unbounded exponent

If a and b are binary floating-point numbers with p ≥ 1 significant bits (p-bit numbers, for short) and |b| ≤ |a|, then s = fl(a + b), z = fl(s − a) and t = fl(b − z) satisfy s + t = a + b exactly. Here fl rounds every real number to a nearest p-bit number with unbounded exponent, and ties may be broken in any way.

```lean
import Mathlib

namespace FastTwoSum

noncomputable section

/-- A binary floating-point number with `p` significant bits and unbounded exponent:
an integer of magnitude below `2 ^ p` times a power of two. -/
def IsFloat (p : ℕ) (x : ℝ) : Prop :=
  ∃ m e : ℤ, |m| < 2 ^ p ∧ x = (m : ℝ) * (2 : ℝ) ^ e

/-- `fl` rounds every real number to a nearest `p`-bit number; ties are broken arbitrarily. -/
def IsRounding (p : ℕ) (fl : ℝ → ℝ) : Prop :=
  ∀ x, IsFloat p (fl x) ∧ ∀ y, IsFloat p y → |x - fl x| ≤ |x - y|

/-- The correction term `t = fl (b - z)` with `z = fl (s - a)` and `s = fl (a + b)`. -/
def correction (fl : ℝ → ℝ) (a b : ℝ) : ℝ := fl (b - fl (fl (a + b) - a))

/-- For `p ≥ 1` and `x ≠ 0`, a nearest multiple to `x` of the spacing of `p`-bit numbers in the
binade of `x`; zero is sent to zero. -/
def roundNearest (p : ℕ) (x : ℝ) : ℝ :=
  (round (x / (2 : ℝ) ^ (Int.log 2 |x| - p + 1)) : ℝ) * (2 : ℝ) ^ (Int.log 2 |x| - p + 1)

/-- A power of two is a natural power of two times any smaller power of two. -/
theorem zpow_split {f g : ℤ} (h : f ≤ g) : ∃ k : ℕ, (2 : ℝ) ^ g = 2 ^ k * (2 : ℝ) ^ f := by
  obtain ⟨k, hk⟩ := Int.le.dest h
  refine ⟨k, ?_⟩
  rw [← hk, zpow_add₀ (by norm_num), zpow_natCast, mul_comm]

/-- A bound between multiples of a common unit `2 ^ f` is a bound between the integers. -/
theorem int_le {M K f : ℤ} (h : |(M : ℝ) * (2 : ℝ) ^ f| ≤ (K : ℝ) * (2 : ℝ) ^ f) :
    |M| ≤ K := by
  have hu : (0 : ℝ) < (2 : ℝ) ^ f := by positivity
  rw [abs_mul, abs_of_pos hu] at h
  exact_mod_cast le_of_mul_le_mul_right h hu

/-- For `p ≥ 1`, the integer significand may also take the values `2 ^ p` and `-2 ^ p`. -/
theorem isFloat_of_le {p : ℕ} (hp : 1 ≤ p) {m : ℤ} (e : ℤ) (hm : |m| ≤ 2 ^ p) :
    IsFloat p ((m : ℝ) * (2 : ℝ) ^ e) := by
  rcases hm.lt_or_eq with h | h
  · exact ⟨m, e, h, rfl⟩
  obtain ⟨q, rfl⟩ := Nat.exists_eq_add_of_le' hp
  have hq : (0 : ℤ) < 2 ^ q := by positivity
  rw [pow_succ] at h
  rcases (abs_eq (by positivity)).mp h with h | h
  · refine ⟨2 ^ q, e + 1, ?_, ?_⟩
    · rw [abs_of_pos hq, pow_succ]; linarith
    · rw [h, zpow_add_one₀ (by norm_num)]; push_cast; ring
  · refine ⟨-(2 ^ q), e + 1, ?_, ?_⟩
    · rw [abs_neg, abs_of_pos hq, pow_succ]; linarith
    · rw [h, zpow_add_one₀ (by norm_num)]; push_cast; ring

/-- A `p`-bit number of magnitude at least `2 ^ p * 2 ^ f` is a multiple of `2 ^ (f + 1)`. -/
theorem coarse {p : ℕ} {x : ℝ} (f : ℤ) (hx : IsFloat p x)
    (h : (2 : ℝ) ^ p * (2 : ℝ) ^ f ≤ |x|) : ∃ M : ℤ, x = (M : ℝ) * (2 : ℝ) ^ (f + 1) := by
  obtain ⟨m, g, hm, rfl⟩ := hx
  have hg : f < g := by
    by_contra hc
    have h1 : (2 : ℝ) ^ g ≤ (2 : ℝ) ^ f := zpow_le_zpow_right₀ (by norm_num) (not_lt.mp hc)
    have h2 : |(m : ℝ)| < 2 ^ p := by exact_mod_cast hm
    have h3 : (0 : ℝ) < (2 : ℝ) ^ g := by positivity
    rw [abs_mul, abs_of_pos h3] at h
    have h4 := mul_lt_mul_of_pos_right h2 h3
    have h5 := mul_le_mul_of_nonneg_left h1 (by positivity : (0 : ℝ) ≤ 2 ^ p)
    linarith
  obtain ⟨k, hk⟩ := zpow_split (Int.add_one_le_iff.mpr hg)
  exact ⟨m * 2 ^ k, by rw [hk]; push_cast; ring⟩

/-- Rounding leaves a `p`-bit number unchanged. -/
theorem IsRounding.exact {p : ℕ} {fl : ℝ → ℝ} (h : IsRounding p fl) {x : ℝ}
    (hx : IsFloat p x) : fl x = x := by
  have h1 := (h x).2 x hx
  rw [sub_self, abs_zero] at h1
  have h2 := abs_nonpos_iff.mp h1
  linarith

/-- For `p ≥ 1`, a multiple of `2 ^ f` is rounded exactly or to a multiple of `2 ^ (f + 1)`. -/
theorem IsRounding.grid {p : ℕ} {fl : ℝ → ℝ} (hp : 1 ≤ p) (h : IsRounding p fl) (N f : ℤ) :
    fl ((N : ℝ) * (2 : ℝ) ^ f) = (N : ℝ) * (2 : ℝ) ^ f ∨
      ∃ S : ℤ, fl ((N : ℝ) * (2 : ℝ) ^ f) = (S : ℝ) * (2 : ℝ) ^ (f + 1) := by
  rcases le_or_gt |N| (2 ^ p) with hN | hN
  · exact Or.inl (h.exact (isFloat_of_le hp f hN))
  right
  apply coarse f (h _).1
  -- rounding cannot jump across the representable numbers `c` and `-c`
  have key : ∀ x y c : ℝ, c < |x| → |x - y| ≤ |x - c| → |x - y| ≤ |x + c| → c ≤ |y| := by
    intro x y c h1 h2 h3
    rcases le_total 0 x with hx | hx
    · rw [abs_of_nonneg hx] at h1
      rw [abs_of_pos (by linarith : 0 < x - c)] at h2
      linarith [le_abs_self (x - y), le_abs_self y]
    · rw [abs_of_nonpos hx] at h1
      rw [abs_of_neg (by linarith : x + c < 0)] at h3
      linarith [neg_le_abs (x - y), neg_le_abs y]
  have hu : (0 : ℝ) < (2 : ℝ) ^ f := by positivity
  have hN' : (2 : ℝ) ^ p < |(N : ℝ)| := by exact_mod_cast hN
  have hq : |(2 : ℤ) ^ p| = 2 ^ p := abs_of_pos (by positivity)
  have c1 := (h ((N : ℝ) * (2 : ℝ) ^ f)).2 _ (isFloat_of_le hp f hq.le)
  have c2 := (h ((N : ℝ) * (2 : ℝ) ^ f)).2 _
    (isFloat_of_le hp (m := -(2 ^ p)) f (by rw [abs_neg]; exact hq.le))
  push_cast at c1 c2
  rw [neg_mul, sub_neg_eq_add] at c2
  refine key _ _ _ ?_ c1 c2
  rw [abs_mul, abs_of_pos hu]
  exact mul_lt_mul_of_pos_right hN' hu

/-- For `p ≥ 1` and `p`-bit `a`, `b` with `|b| ≤ |a|`, if `fl` rounds to a nearest `p`-bit number,
then both `fl (a + b) - a` and the rounding error of the sum are `p`-bit numbers. -/
theorem differences_isFloat {p : ℕ} {fl : ℝ → ℝ} (hp : 1 ≤ p) (h : IsRounding p fl) {a b : ℝ}
    (ha : IsFloat p a) (hb : IsFloat p b) (hab : |b| ≤ |a|) :
    IsFloat p (fl (a + b) - a) ∧ IsFloat p (a + b - fl (a + b)) := by
  -- a common unit `2 ^ f`
  obtain ⟨A, B, k, f, hA, hB, haE, hbE⟩ : ∃ (A B : ℤ) (k : ℕ) (f : ℤ), |A| < 2 ^ p ∧
      |B| < 2 ^ p ∧ a = (A : ℝ) * 2 ^ k * (2 : ℝ) ^ f ∧ b = (B : ℝ) * (2 : ℝ) ^ f := by
    obtain ⟨A, e, hA, haE⟩ := ha
    obtain ⟨B, f, hB, hbE⟩ := hb
    rcases le_total f e with hl | hl
    · obtain ⟨k, hk⟩ := zpow_split hl
      exact ⟨A, B, k, f, hA, hB, by rw [haE, hk]; ring, hbE⟩
    · obtain ⟨k, hk⟩ := zpow_split hl
      have hb2 : b = ((B * 2 ^ k : ℤ) : ℝ) * (2 : ℝ) ^ e := by
        rw [hbE, hk]; push_cast; ring
      have he : (0 : ℝ) < (2 : ℝ) ^ e := by positivity
      rw [hb2, haE, abs_mul (A : ℝ), abs_of_pos he, ← Int.cast_abs] at hab
      exact ⟨A, B * 2 ^ k, 0, e, hA, (int_le hab).trans_lt hA, by rw [haE]; ring, hb2⟩
  have hu : (0 : ℝ) < (2 : ℝ) ^ f := by positivity
  have hu1 : (2 : ℝ) ^ (f + 1) = 2 * (2 : ℝ) ^ f := by
    rw [zpow_add_one₀ (by norm_num)]; ring
  have hN : a + b = ((A * 2 ^ k + B : ℤ) : ℝ) * (2 : ℝ) ^ f := by
    rw [haE, hbE]; push_cast; ring
  have hbabs : |b| = |(B : ℝ)| * (2 : ℝ) ^ f := by rw [hbE, abs_mul, abs_of_pos hu]
  have near := (h (a + b)).2 a ha
  rw [add_sub_cancel_left] at near
  have hgrid := h.grid hp (A * 2 ^ k + B) f
  rw [← hN] at hgrid
  rcases hgrid with hs | ⟨S, hS⟩
  · rw [hs, add_sub_cancel_left, sub_self]
    exact ⟨hb, 0, 0, by simp, by simp⟩
  have tri : |fl (a + b) - a| ≤ |a + b - fl (a + b)| + |b| := by
    rw [abs_le]
    constructor <;> linarith [le_abs_self (a + b - fl (a + b)),
      neg_abs_le (a + b - fl (a + b)), le_abs_self b, neg_abs_le b]
  constructor
  · cases k with
    | zero =>
      -- a neighbour on the grid `2 ^ (f + 1)` bounds the error by one unit
      obtain ⟨hA1, hA2⟩ := abs_lt.mp hA
      obtain ⟨hB1, hB2⟩ := abs_lt.mp hB
      obtain ⟨M, hM, h0, h1⟩ : ∃ M : ℤ, |M| ≤ 2 ^ p ∧ 0 ≤ A + B - 2 * M ∧
          A + B - 2 * M ≤ 1 :=
        ⟨(A + B) / 2, abs_le.mpr ⟨by omega, by omega⟩, by omega, by omega⟩
      have h0' : (0 : ℝ) ≤ (A : ℝ) + B - 2 * M := by exact_mod_cast h0
      have h1' : (A : ℝ) + B - 2 * M ≤ 1 := by exact_mod_cast h1
      have near2 := (h (a + b)).2 _ (isFloat_of_le hp (f + 1) hM)
      have e1 : a + b - (M : ℝ) * (2 : ℝ) ^ (f + 1) =
          ((A : ℝ) + B - 2 * M) * (2 : ℝ) ^ f := by
        rw [hN, hu1]; push_cast; ring
      rw [e1, abs_of_nonneg (mul_nonneg h0' hu.le)] at near2
      have h2 := mul_le_mul_of_nonneg_right h1' hu.le
      have e2 : fl (a + b) - a = ((2 * S - A : ℤ) : ℝ) * (2 : ℝ) ^ f := by
        rw [hS, haE, hu1]; push_cast; ring
      have bd : |fl (a + b) - a| ≤ ((|B| + 1 : ℤ) : ℝ) * (2 : ℝ) ^ f := by
        push_cast; rw [add_mul]; linarith
      rw [e2] at bd ⊢
      exact isFloat_of_le hp f ((int_le bd).trans (Int.add_one_le_iff.mpr hB))
    | succ k =>
      have e2 : fl (a + b) - a = ((S - A * 2 ^ k : ℤ) : ℝ) * (2 : ℝ) ^ (f + 1) := by
        rw [hS, haE, hu1]; push_cast; ring
      have bd : |fl (a + b) - a| ≤ ((|B| : ℤ) : ℝ) * (2 : ℝ) ^ (f + 1) := by
        rw [Int.cast_abs, hu1]; linarith
      rw [e2] at bd
      exact ⟨_, f + 1, (int_le bd).trans_lt hB, e2⟩
  · have e3 : a + b - fl (a + b) = ((A * 2 ^ k + B - 2 * S : ℤ) : ℝ) * (2 : ℝ) ^ f := by
      rw [hS, hN, hu1]; push_cast; ring
    rw [e3, hbabs, ← Int.cast_abs] at near
    exact ⟨_, f, (int_le near).trans_lt hB, e3⟩

/-- Fast two-sum: for `p ≥ 1`, any `fl` that rounds to a nearest `p`-bit number, and `p`-bit `a`,
`b` with `|b| ≤ |a|`, the rounded sum plus the computed correction equals `a + b` exactly. -/
theorem fast_two_sum {p : ℕ} {fl : ℝ → ℝ} (hp : 1 ≤ p) (h : IsRounding p fl) {a b : ℝ}
    (ha : IsFloat p a) (hb : IsFloat p b) (hab : |b| ≤ |a|) :
    fl (a + b) + correction fl a b = a + b := by
  obtain ⟨h1, h2⟩ := differences_isFloat hp h ha hb hab
  unfold correction
  -- the second and the third rounding are exact
  rw [h.exact h1, show b - (fl (a + b) - a) = a + b - fl (a + b) by ring, h.exact h2]
  ring

/-- For `p ≥ 1`, the explicit function `roundNearest p` rounds to a nearest `p`-bit number. -/
theorem roundNearest_witness {p : ℕ} (hp : 1 ≤ p) : IsRounding p (roundNearest p) := by
  intro x
  rcases eq_or_ne x 0 with rfl | hx
  · have h0 : roundNearest p 0 = 0 := by simp [roundNearest]
    rw [h0]
    exact ⟨⟨0, 0, by simp, by simp⟩, fun y _ => by simp⟩
  obtain ⟨q, rfl⟩ := Nat.exists_eq_add_of_le' hp
  have hlo : (2 : ℝ) ^ Int.log 2 |x| ≤ |x| := by
    exact_mod_cast Int.zpow_log_le_self (b := 2) (by norm_num) (abs_pos.mpr hx)
  have hhi : |x| < (2 : ℝ) ^ (Int.log 2 |x| + 1) := by
    exact_mod_cast Int.lt_zpow_succ_log_self (b := 2) (by norm_num) |x|
  unfold roundNearest
  obtain ⟨e, he⟩ : ∃ e : ℤ, e = Int.log 2 |x| - ((q + 1 : ℕ) : ℤ) + 1 := ⟨_, rfl⟩
  rw [← he]
  have hL : Int.log 2 |x| = e + q := by push_cast at he; linarith
  rw [hL, zpow_add₀ (by norm_num), zpow_natCast] at hlo
  rw [hL, zpow_add_one₀ (by norm_num), zpow_add₀ (by norm_num), zpow_natCast] at hhi
  have hu : (0 : ℝ) < (2 : ℝ) ^ e := by positivity
  have sc : ∀ K : ℤ, |x - (K : ℝ) * (2 : ℝ) ^ e| = |x / (2 : ℝ) ^ e - K| * (2 : ℝ) ^ e := by
    intro K
    rw [show x - (K : ℝ) * (2 : ℝ) ^ e = (x / (2 : ℝ) ^ e - K) * (2 : ℝ) ^ e by
      rw [sub_mul, div_mul_cancel₀ _ hu.ne'], abs_mul, abs_of_pos hu]
  have best : ∀ K : ℤ, |x - (round (x / (2 : ℝ) ^ e) : ℝ) * (2 : ℝ) ^ e| ≤
      |x - (K : ℝ) * (2 : ℝ) ^ e| := by
    intro K
    rw [sc (round (x / (2 : ℝ) ^ e)), sc K]
    exact mul_le_mul_of_nonneg_right (round_le _ K) hu.le
  constructor
  · have hy : |x / (2 : ℝ) ^ e| < 2 ^ (q + 1) := by
      rw [abs_div, abs_of_pos hu, div_lt_iff₀ hu, pow_succ]; linarith
    obtain ⟨h1, h2⟩ := abs_le.mp (abs_sub_round (x / (2 : ℝ) ^ e))
    obtain ⟨h3, h4⟩ := abs_lt.mp hy
    have hR : |(round (x / (2 : ℝ) ^ e) : ℝ)| < 2 ^ (q + 1) + 1 :=
      abs_lt.mpr ⟨by linarith, by linarith⟩
    exact isFloat_of_le hp e (Int.lt_add_one_iff.mp (by exact_mod_cast hR))
  · rintro y ⟨m, g, hm, rfl⟩
    rcases le_or_gt e g with hg | hg
    · obtain ⟨k, hk⟩ := zpow_split hg
      have hb := best (m * 2 ^ k)
      push_cast at hb
      rwa [hk, ← mul_assoc]
    -- numbers on a finer grid lie below the binade of `x`
    have hg0 : (0 : ℝ) < (2 : ℝ) ^ g := by positivity
    have h1 : (2 : ℝ) ^ (g + 1) ≤ (2 : ℝ) ^ e :=
      zpow_le_zpow_right₀ (by norm_num) (Int.add_one_le_iff.mpr hg)
    rw [zpow_add_one₀ (by norm_num)] at h1
    have h2 : |(m : ℝ)| < 2 ^ (q + 1) := by exact_mod_cast hm
    have hy : |(m : ℝ) * (2 : ℝ) ^ g| ≤ 2 ^ q * (2 : ℝ) ^ e := by
      rw [abs_mul, abs_of_pos hg0]
      calc |(m : ℝ)| * (2 : ℝ) ^ g ≤ 2 ^ (q + 1) * (2 : ℝ) ^ g :=
            mul_le_mul_of_nonneg_right h2.le hg0.le
        _ = 2 ^ q * ((2 : ℝ) ^ g * 2) := by ring
        _ ≤ 2 ^ q * (2 : ℝ) ^ e := mul_le_mul_of_nonneg_left h1 (by positivity)
    obtain ⟨hy1, hy2⟩ := abs_le.mp hy
    rcases le_total 0 x with h0 | h0
    · have hb := best (2 ^ q)
      push_cast at hb
      rw [abs_of_nonneg h0] at hlo
      rw [abs_of_nonneg (by linarith : 0 ≤ x - 2 ^ q * (2 : ℝ) ^ e)] at hb
      linarith [le_abs_self (x - (m : ℝ) * (2 : ℝ) ^ g)]
    · have hb := best (-(2 ^ q))
      push_cast at hb
      rw [abs_of_nonpos h0] at hlo
      rw [abs_of_nonpos (by linarith : x - -2 ^ q * (2 : ℝ) ^ e ≤ 0)] at hb
      linarith [neg_le_abs (x - (m : ℝ) * (2 : ℝ) ^ g)]

/-- With three bits, `a = 3` and `b = 14`, the rounded sum plus the correction differs from
`a + b` for every rounding to nearest. -/
theorem order_needed {fl : ℝ → ℝ} (h : IsRounding 3 fl) :
    fl (3 + 14) + correction fl 3 14 ≠ 3 + 14 := by
  have h17 : fl 17 = 16 := by
    have h1 : |17 - fl 17| ≤ 1 :=
      ((h 17).2 16 ⟨1, 4, by norm_num, by norm_num⟩).trans (by norm_num)
    obtain ⟨h2, h3⟩ := abs_le.mp h1
    obtain ⟨S, hS⟩ := coarse 1 (h 17).1
      (le_trans (by norm_num; linarith) (le_abs_self _))
    rw [show (2 : ℝ) ^ ((1 : ℤ) + 1) = 4 by norm_num] at hS
    have h4 : (3 : ℝ) < S := by linarith
    have h5 : (S : ℝ) < 5 := by linarith
    have h6 : 3 < S := by exact_mod_cast h4
    have h7 : S < 5 := by exact_mod_cast h5
    have h8 : S = 4 := by omega
    rw [hS, h8]; norm_num
  have h13 : fl 13 = 12 ∨ fl 13 = 14 := by
    have h1 : |13 - fl 13| ≤ 1 :=
      ((h 13).2 12 ⟨3, 2, by norm_num, by norm_num⟩).trans (by norm_num)
    obtain ⟨h2, h3⟩ := abs_le.mp h1
    obtain ⟨M, hM⟩ := coarse 0 (h 13).1
      (le_trans (by norm_num; linarith) (le_abs_self _))
    rw [show (2 : ℝ) ^ ((0 : ℤ) + 1) = 2 by norm_num] at hM
    have h4 : (5 : ℝ) < M := by linarith
    have h5 : (M : ℝ) < 8 := by linarith
    have h6 : 5 < M := by exact_mod_cast h4
    have h7 : M < 8 := by exact_mod_cast h5
    have h8 : M = 6 ∨ M = 7 := by omega
    rcases h8 with h8 | h8
    · left; rw [hM, h8]; norm_num
    · right; rw [hM, h8]; norm_num
  have e2 : fl 2 = 2 := h.exact ⟨1, 1, by norm_num, by norm_num⟩
  have e0 : fl 0 = 0 := h.exact ⟨0, 0, by norm_num, by norm_num⟩
  intro hc
  unfold correction at hc
  rw [show (3 : ℝ) + 14 = 17 by norm_num, h17, show (16 : ℝ) - 3 = 13 by norm_num] at hc
  rcases h13 with hz | hz
  · rw [hz, show (14 : ℝ) - 12 = 2 by norm_num, e2] at hc
    norm_num at hc
  · rw [hz, sub_self, e0] at hc
    norm_num at hc

end

end FastTwoSum
```

```lean
#print axioms FastTwoSum.fast_two_sum
-- 'FastTwoSum.fast_two_sum' depends on axioms: [propext, Classical.choice, Quot.sound]
#print axioms FastTwoSum.order_needed
-- 'FastTwoSum.order_needed' depends on axioms: [propext, Classical.choice, Quot.sound]
```

## The part of an energy term that a running total loses

When a simulation adds a small pair energy to a large running total, low-order digits of the small term can be rounded away. In binary round-to-nearest arithmetic without overflow or underflow, fast two-sum recovers that loss as a number t of the same precision, provided the new term is no larger in magnitude than the total.

In such a sum, a is the old total and b the next pair energy. The program keeps s as the new total and adds t to a second variable, which joins the total at the end. Each t is exact at every step where |b| ≤ |a|, but the additions into the second variable can still round. If energies of opposite sign cancel, the total can become smaller in magnitude than the next term; exchanging the roles of a and b in that step restores the condition.

## Numbers, rounding and the correction in Lean

`IsFloat p x` says that x = m·2^e with integers m, e and |m| < 2^p. Zero is included, and m need not be normalised. `IsRounding p fl` says that fl(x) is always p-bit and that no p-bit number is closer to x. The term t is `correction fl a b`.

The theorem `fast_two_sum` takes p ≥ 1, such an fl, p-bit a and b, and |b| ≤ |a|; its conclusion is the identity over the real numbers. `roundNearest_witness` shows that a rounding of this kind exists for every p ≥ 1.

What remains to be supplied for a real program is that each machine operation is one application of fl to the exact result. A compiler that simplifies (a + b) − a to b breaks this.

## Why the last two roundings do nothing

**A common unit.** Write b = B·u and a = A·2^k·u, with u = 2^f, k ≥ 0 and |A|, |B| < 2^p. If b has the larger exponent, rewrite it in the unit of a; |b| ≤ |a| keeps its integer below 2^p, and k = 0. The lemmas `zpow_split` and `int_le` do this conversion.

**The sum.** Now a + b = N·u with N = A·2^k + B. If |N| ≤ 2^p, the sum is p-bit (`isFloat_of_le` admits the value 2^p, which is 2^(p−1)·2), so s = a + b and s − a = b. Otherwise rounding cannot jump across ±2^p·u, so |s| ≥ 2^p·u, and `coarse` makes s a multiple of 2u. This is `IsRounding.grid`.

**The error.** Let r = a + b − s, a multiple of u. Since a is itself a candidate for the rounding,

|r| ≤ |a + b − a| = |b| = |B|·u,

so r is p-bit.

**The difference s − a.** It equals b − r. In the remaining case, where s is a multiple of 2u, `differences_isFloat` splits on k:

- If k ≥ 1, a is also a multiple of 2u, and |s − a| ≤ 2|b| = |B|·2u. Hence s − a is p-bit.
- If k = 0, let M be (A + B)/2 rounded down. Then |M| ≤ 2^p, so 2M·u is p-bit and lies within u of a + b. Thus |r| ≤ u and |s − a| ≤ (|B| + 1)·u ≤ 2^p·u, which again makes s − a p-bit.

**The identity.** By `IsRounding.exact`, p-bit numbers are left unchanged, so

z = s − a
b − z = a + b − s = r
t = r

and s + t = a + b.

For `roundNearest_witness`, zero is treated separately. A nonzero x is divided by the spacing in its binade, rounded to an integer and multiplied by the spacing again. The result is at least as close to x as every candidate on that grid or a coarser one. Candidates on finer grids do not exceed the lower end of the binade in magnitude, and that end is a grid point.

## Three bits, in both orders

Take p = 3, a = 14 and b = 3. The neighbours of 17 are 16 and 20, so

s = 16, z = fl(2) = 2, t = fl(1) = 1, s + t = 17.

With a = 3 and b = 14, again s = 16, but s − a = 13 is a tie between 12 and 14. Then t is 2 or 0, and s + t is 18 or 16. `order_needed` proves this failure for every tie-breaking rule, so for p = 3 the identity is false in general if no condition relates the sizes of a and b. It can still hold for particular pairs with |b| > |a|, such as a = 1 and b = 2.
